# For real reflection amplitudes of magnitude below one, a trilogarithm quadratic form is a weighted sum of squares over reflection orders

Let `a` and `b` be real reflection amplitudes with magnitudes strictly below one, let `s` and `t` be any real coefficients, and let L(x) be the sum of xᵏ/k³ over k ≥ 1. The declaration `hasSum_squares` states that the series of terms (s aᵏ − t bᵏ)²/k³, one for each order of reflection k ≥ 1, converges to s² L(a²) + t² L(b²) − 2st L(ab). In the code k is written `n + 1`, with `n` starting from zero. The attempt combines the convergent series for L(a²), L(b²) and L(ab) into one fact `h`, then tries to match it to the goal with `convert` and to check the summands by algebra.

The failing Lean file:

```lean
import Mathlib

open Finset

namespace HasSumSquares

noncomputable section

/-- The series `L(x) = ∑ xⁿ / n³` over `n ≥ 1`, written with `n + 1` for `n ≥ 0`;
its domain here is `|x| < 1`. -/
def trilog (x : ℝ) : ℝ := ∑' n : ℕ, x ^ (n + 1) / ((n : ℝ) + 1) ^ 3

/-- For `|a| < 1` and `|b| < 1` the series `L(ab)` converges to its value. -/
theorem hasSum_trilog {a b : ℝ} (ha : |a| < 1) (hb : |b| < 1) :
    HasSum (fun n : ℕ => (a * b) ^ (n + 1) / ((n : ℝ) + 1) ^ 3) (trilog (a * b)) := by
  have hx : |a * b| < 1 := by
    rw [abs_mul]
    have h := mul_le_mul_of_nonneg_left hb.le (abs_nonneg a)
    linarith
  -- compare with the geometric series
  have hs : Summable (fun n : ℕ => (a * b) ^ (n + 1) / ((n : ℝ) + 1) ^ 3) := by
    refine Summable.of_norm_bounded (g := fun n : ℕ => |a * b| ^ n)
      (summable_geometric_of_lt_one (abs_nonneg _) hx) ?_
    intro n
    have hn : (0 : ℝ) ≤ n := Nat.cast_nonneg n
    have h1 : (1 : ℝ) ≤ ((n : ℝ) + 1) ^ 3 := one_le_pow₀ (by linarith)
    rw [Real.norm_eq_abs, abs_div, abs_pow (a * b),
      abs_of_pos (show (0 : ℝ) < ((n : ℝ) + 1) ^ 3 by positivity)]
    exact (div_le_self (by positivity) h1).trans
      (pow_le_pow_of_le_one (abs_nonneg _) hx.le (Nat.le_succ n))
  exact hs.hasSum

/-- For reflection amplitudes in `(-1, 1)`, the quadratic form built from `L(a²)`, `L(b²)` and
`L(ab)` is a sum of squares, one for each order of reflection. -/
theorem hasSum_squares {a b : ℝ} (ha : |a| < 1) (hb : |b| < 1) (s t : ℝ) :
    HasSum (fun n : ℕ => (s * a ^ (n + 1) - t * b ^ (n + 1)) ^ 2 / ((n : ℝ) + 1) ^ 3)
      (s ^ 2 * trilog (a * a) + t ^ 2 * trilog (b * b) - 2 * s * t * trilog (a * b)) := by
  have h := (((hasSum_trilog ha ha).mul_left (s ^ 2)).add
    ((hasSum_trilog hb hb).mul_left (t ^ 2))).sub
    ((hasSum_trilog ha hb).mul_left (2 * s * t))
  convert h using 1
  funext n
  simp only [mul_pow]
  ring

end

end HasSumSquares
```

The compiler's answer:

```
Main.lean:42:2: error: Tactic `apply` failed: could not unify the conclusion of `@funext`
  ?f = ?g
with the goal
  Real.instAddCommMonoid = Real.instAddCommGroup.toAddCommMonoid

Note: The full type of `@funext` is
  ∀ {α : Sort ?u.155} {β : α → Sort ?u.154} {f g : (x : α) → β x}, (∀ (x : α), f x = g x) → f = g

case e'_3
a b : ℝ
ha : |a| < 1
hb : |b| < 1
s t : ℝ
h :
  HasSum
    (fun b_1 =>
      s ^ 2 * ((a * a) ^ (b_1 + 1) / (↑b_1 + 1) ^ 3) + t ^ 2 * ((b * b) ^ (b_1 + 1) / (↑b_1 + 1) ^ 3) -
        2 * s * t * ((a * b) ^ (b_1 + 1) / (↑b_1 + 1) ^ 3))
    (s ^ 2 * trilog (a * a) + t ^ 2 * trilog (b * b) - 2 * s * t * trilog (a * b))
⊢ Real.instAddCommMonoid = Real.instAddCommGroup.toAddCommMonoid
```

The repair, with which the file compiles:

```diff
@@ -39,8 +39,14 @@
     ((hasSum_trilog hb hb).mul_left (t ^ 2))).sub
     ((hasSum_trilog ha hb).mul_left (2 * s * t))
-  convert h using 1
-  funext n
-  simp only [mul_pow]
-  ring
+  -- expand each square into the three series
+  have e : (fun n : ℕ => (s * a ^ (n + 1) - t * b ^ (n + 1)) ^ 2 / ((n : ℝ) + 1) ^ 3) =
+      fun n : ℕ => s ^ 2 * ((a * a) ^ (n + 1) / ((n : ℝ) + 1) ^ 3)
+        + t ^ 2 * ((b * b) ^ (n + 1) / ((n : ℝ) + 1) ^ 3)
+        - 2 * s * t * ((a * b) ^ (n + 1) / ((n : ℝ) + 1) ^ 3) := by
+    funext n
+    simp only [mul_pow]
+    ring
+  rw [e]
+  exact h
 
 end
```

Diagnosis. The message says that `funext n` was applied to an equality between two additive structures on the real numbers, not between two functions. The goal uses `Real.instAddCommMonoid`, while `h`, built with the subtraction rule `.sub`, uses the monoid structure obtained from `Real.instAddCommGroup`. `convert h using 1` compared the two statements argument by argument and left this instance equality as a goal, which `funext` cannot treat.

The repair drops `convert` and states the equality of the summands explicitly as `e`. There `funext n` has functions to work on, and the same `simp only [mul_pow]` and `ring` prove the algebra. `rw [e]` then puts the goal's summand in the form found in `h`, and `exact h` closes the goal, because Lean accepts the two additive structures as equal by definition. The added comment only describes the step.
